# A ring of classical Heisenberg spins with n ferromagnetic bonds J and one antiferromagnetic bond K has a parallel ground state exactly when K ≤ J/n

Before expanding in spin waves about a ferromagnetic reference state, one checks that this state minimizes the classical energy. Suppose that n ferromagnetic bonds of strength J > 0 join the spins S_0, …, S_n in a chain, and that one further bond of strength K couples S_0 to S_n with the wrong sign. For this finite ring of classical Heisenberg spins, which are vectors of fixed length free to point in any direction, the check is a comparison of K with J/n. The longer the path that bypasses the wrong bond, the weaker the bond that suffices to destabilize the parallel state.

## The energy above the parallel state

The spins are unit vectors in R³, n ≥ 1, and the energy is

E = −J Σ_{i<n} S_i·S_{i+1} + K S_0·S_n.

The parallel state has E = K − Jn. Unit vectors satisfy |x − y|² = 2 − 2 x·y, so x·y = 1 − |x − y|²/2. With d_i = |S_i − S_{i+1}| and D = |S_0 − S_n|, this gives

E − (K − Jn) = (J/2) Σ d_i² − (K/2) D².

The triangle inequality gives D ≤ Σ d_i, and Cauchy–Schwarz gives (Σ d_i)² ≤ n Σ d_i². Hence Σ d_i² ≥ D²/n, and

E − (K − Jn) ≥ (J/n − K) D²/2.

If K ≤ J/n, the right side is non-negative, so no state lies below the parallel one.

## A spiral with lower energy when K > J/n

Let S_i = (cos iθ, sin iθ, 0), with total turn x = nθ. Then

E = −Jn cos θ + K cos x.

For 0 < x < 1 we have cos θ ≥ 1 − θ²/2 and cos x ≤ 1 − x²/2 + 5x⁴/96. Since Jnθ² = (J/n)x²,

E − (K − Jn) ≤ −(K − J/n) x²/2 + 5K x⁴/96.

Choose x = 1 − J/(nK), which lies between 0 and 1. Then K − J/n = Kx, and the right side becomes

−K x³ (1/2 − 5x/96) < 0.

The parallel state is therefore not a ground state. The spiral is a trial state and need not be the minimum. For n = 1 and K > J the minimum is an antiparallel pair, so the general result concerns the loss of the parallel ground state, which need not mean canting.

## The same wrong bond with two and three chain bonds

Take J = 1 and K = 1/2. For n = 2 the threshold is J/n = 1/2, so the parallel state, with energy −1.5, is still a ground state. For n = 3 the threshold drops to 1/3. The trial spiral has x = 1 − 2/3 = 1/3 and θ = 1/9 radian, and its energy is

−3 cos(1/9) + (1/2) cos(1/3) ≈ −2.9815 + 0.4725 = −2.5090,

which is below the parallel value −2.5.

## Spins, energy and ground states in Lean

```lean
import Mathlib

open Finset

namespace FrustratedBond

noncomputable section
```

A spin is a vector of Euclidean 3-space, with its length left free at first.

```lean
/-- A classical spin is a vector in Euclidean 3-space; unit length is imposed separately. -/
abbrev Spin := EuclideanSpace ℝ (Fin 3)
```

The n + 1 spins are indexed by `Fin (n + 1)`. For a bond `i : Fin n`, `i.castSucc` and `i.succ` are the sites i and i + 1, and `Fin.last n` is site n. Each bond is counted once, and the spin length is absorbed into J and K. Positive `K` is antiferromagnetic.

```lean
/-- The energy of a chain of `n` bonds of strength `J`, whose end spins are also coupled
by a bond of the opposite sign convention and strength `K`. -/
def energy (J K : ℝ) {n : ℕ} (S : Fin (n + 1) → Spin) : ℝ :=
  -J * ∑ i : Fin n, inner ℝ (S i.castSucc) (S i.succ) + K * inner ℝ (S 0) (S (Fin.last n))
```

The name `IsUnit` here means that all spins have length one; it is not Mathlib's predicate for invertible elements.

```lean
/-- All spins have unit length. -/
def IsUnit {n : ℕ} (S : Fin (n + 1) → Spin) : Prop := ∀ i, ‖S i‖ = 1
```

A ground state is a global minimizer among all unit-spin configurations, coplanar or not.

```lean
/-- A ground state is a configuration of unit spins whose energy is no higher than that of
any other configuration of unit spins. -/
def IsGroundState (J K : ℝ) {n : ℕ} (S : Fin (n + 1) → Spin) : Prop :=
  IsUnit S ∧ ∀ T : Fin (n + 1) → Spin, IsUnit T → energy J K S ≤ energy J K T
```

The trial state is the spiral used above, with pitch `θ` in radians.

```lean
/-- The planar spiral in which each spin is turned by the angle `θ` from the previous one. -/
def spiral (n : ℕ) (θ : ℝ) : Fin (n + 1) → Spin := fun i =>
  !₂[Real.cos (((i : ℕ) : ℝ) * θ), Real.sin (((i : ℕ) : ℝ) * θ), 0]
```

## The lower bound on the energy

The first lemma turns a scalar product into a squared distance by expanding the norm of the difference.

```lean
/-- The scalar product of two unit spins is one minus half their squared distance. -/
theorem inner_of_unit {x y : Spin} (hx : ‖x‖ = 1) (hy : ‖y‖ = 1) :
    inner ℝ x y = 1 - ‖x - y‖ ^ 2 / 2 := by
  rw [norm_sub_sq_real, hx, hy]
  ring
```

Applied to every bond and summed, it gives the identity for E − (K − Jn).

```lean
/-- For unit spins the energy is `K - J n` plus the cost of the misfits along the chain,
minus the gain from the misfit between the two end spins. -/
theorem energy_eq (J K : ℝ) {n : ℕ} {S : Fin (n + 1) → Spin} (hS : IsUnit S) :
    energy J K S = K - J * n + J / 2 * ∑ i : Fin n, ‖S i.castSucc - S i.succ‖ ^ 2
      - K / 2 * ‖S 0 - S (Fin.last n)‖ ^ 2 := by
  have hb : ∀ i : Fin n, inner ℝ (S i.castSucc) (S i.succ)
      = 1 - ‖S i.castSucc - S i.succ‖ ^ 2 / 2 :=
    fun i => inner_of_unit (hS i.castSucc) (hS i.succ)
  have he : inner ℝ (S 0) (S (Fin.last n)) = 1 - ‖S 0 - S (Fin.last n)‖ ^ 2 / 2 :=
    inner_of_unit (hS 0) (hS (Fin.last n))
  unfold energy
  rw [he]
  simp only [hb, Finset.sum_sub_distrib, ← Finset.sum_div, Finset.sum_const,
    Finset.card_univ, Fintype.card_fin, nsmul_eq_mul, mul_one]
  ring
```

The triangle inequality along the chain is proved by induction on n: the induction hypothesis reaches the last spin but one, and one ordinary triangle inequality adds the final bond.

```lean
/-- The distance between the end spins is at most the sum of the distances along the chain. -/
theorem end_distance_le {n : ℕ} (S : Fin (n + 1) → Spin) :
    ‖S 0 - S (Fin.last n)‖ ≤ ∑ i : Fin n, ‖S i.castSucc - S i.succ‖ := by
  induction n with
  | zero => simp
  | succ n ih =>
    rw [Fin.sum_univ_castSucc]
    have h : ‖S 0 - S (Fin.last n).castSucc‖
        ≤ ∑ i : Fin n, ‖S i.castSucc.castSucc - S i.castSucc.succ‖ :=
      ih (fun i => S i.castSucc)
    have t := norm_sub_le_norm_sub_add_norm_sub (S 0) (S (Fin.last n).castSucc)
      (S (Fin.last (n + 1)))
    exact t.trans (add_le_add h le_rfl)
```

In `energy_gap`, `h2` is Cauchy–Schwarz and `h` combines it with the squared chain inequality. Multiplication by J/n, which is positive, gives `h3`, and the energy identity then yields the bound.

```lean
/-- For `J > 0` and at least one chain bond, the energy of unit spins exceeds `K - J n` by at
least `(J/n - K)/2` times the squared distance between the end spins. -/
theorem energy_gap {J : ℝ} (K : ℝ) {n : ℕ} (hn : 1 ≤ n) (hJ : 0 < J)
    {S : Fin (n + 1) → Spin} (hS : IsUnit S) :
    (J / n - K) / 2 * ‖S 0 - S (Fin.last n)‖ ^ 2 ≤ energy J K S - (K - J * n) := by
  have hn0 : (0 : ℝ) < n := by exact_mod_cast hn
  -- Cauchy-Schwarz: spreading a misfit evenly over n bonds is cheapest
  have h2 := sq_sum_le_card_mul_sum_sq (s := (Finset.univ : Finset (Fin n)))
    (f := fun i => ‖S i.castSucc - S i.succ‖)
  rw [Finset.card_univ, Fintype.card_fin] at h2
  have h := (pow_le_pow_left₀ (norm_nonneg _) (end_distance_le S) 2).trans h2
  have h3 := mul_le_mul_of_nonneg_left h (div_pos hJ hn0).le
  have h4 : J / n * (n * ∑ i : Fin n, ‖S i.castSucc - S i.succ‖ ^ 2)
      = J * ∑ i : Fin n, ‖S i.castSucc - S i.succ‖ ^ 2 := by
    rw [← mul_assoc, div_mul_cancel₀ J hn0.ne']
  rw [h4] at h3
  rw [energy_eq J K hS]
  linarith
```

## The trial spiral

The scalar product of spins i and j is cos((j − i)θ), by the subtraction formula for the cosine.

```lean
/-- The scalar product of spins `i` and `j` of the spiral is the cosine of `(j - i) * θ`. -/
theorem spiral_inner (n : ℕ) (θ : ℝ) (i j : Fin (n + 1)) :
    inner ℝ (spiral n θ i) (spiral n θ j)
      = Real.cos ((((j : ℕ) : ℝ) - ((i : ℕ) : ℝ)) * θ) := by
  rw [sub_mul, Real.cos_sub]
  simp [spiral, PiLp.inner_apply, Fin.sum_univ_three]
```

The next proof follows the hand calculation, with `a` for J/n and `x` for the total turn. Setting i = j in `spiral_inner` shows that the spins have unit length. The quadratic bound enters as `c1` and the quartic bound as `p2`; `p5` encodes the choice of x, and `p4` is the positivity of a lower bound on the amount by which the spiral wins, Kx³(1/2 − 5x/96).

```lean
/-- For `n ≥ 1`, if `J > 0` and `K > J/n`, some spiral of unit spins with positive pitch and a total
turn below one radian has energy lower than `K - J n`. -/
theorem spiral_lowers_energy {J K : ℝ} {n : ℕ} (hn : 1 ≤ n) (hJ : 0 < J) (h : J / n < K) :
    ∃ θ : ℝ, 0 < θ ∧ n * θ < 1 ∧ IsUnit (spiral n θ) ∧
      energy J K (spiral n θ) < K - J * n := by
  have hn0 : (0 : ℝ) < n := by exact_mod_cast hn
  obtain ⟨a, ha⟩ : ∃ a, a = J / n := ⟨_, rfl⟩
  have ha0 : 0 < a := by rw [ha]; exact div_pos hJ hn0
  have hJa : J = a * n := by rw [ha, div_mul_cancel₀ J hn0.ne']
  rw [← ha] at h
  have hK : 0 < K := ha0.trans h
  -- the total turn x of the trial spiral
  obtain ⟨x, hx⟩ : ∃ x, x = (K - a) / K := ⟨_, rfl⟩
  have hKx : K * x = K - a := by rw [hx, mul_div_cancel₀ _ hK.ne']
  have hx0 : 0 < x := by rw [hx]; exact div_pos (sub_pos.2 h) hK
  have hx1 : x < 1 := by rw [hx, div_lt_one hK]; linarith
  have hnx : (n : ℝ) * (x / n) = x := mul_div_cancel₀ x hn0.ne'
  refine ⟨x / n, div_pos hx0 hn0, by rw [hnx]; exact hx1, fun i => ?_, ?_⟩
  · have hi := spiral_inner n (x / n) i i
    rw [sub_self, zero_mul, Real.cos_zero, real_inner_self_eq_norm_sq] at hi
    exact (pow_eq_one_iff_of_nonneg (norm_nonneg _) two_ne_zero).1 hi
  · have hb : ∀ i : Fin n, inner ℝ (spiral n (x / n) i.castSucc) (spiral n (x / n) i.succ)
        = Real.cos (x / n) := by
      intro i
      rw [spiral_inner]
      simp
    have he : inner ℝ (spiral n (x / n) 0) (spiral n (x / n) (Fin.last n)) = Real.cos x := by
      rw [spiral_inner, Fin.val_last, Fin.val_zero, Nat.cast_zero, sub_zero, hnx]
    unfold energy
    rw [he]
    simp only [hb, Finset.sum_const, Finset.card_univ, Fintype.card_fin, nsmul_eq_mul]
    -- quadratic bound for each chain bond, quartic bound for the end bond
    have c1 := mul_le_mul_of_nonneg_left
      (Real.one_sub_sq_div_two_le_cos (x := x / n)) (mul_pos hJ hn0).le
    have p3 : J * n * (x / n) ^ 2 = a * x ^ 2 := by
      rw [hJa, div_pow]
      field_simp
    have e1 : J * n * (1 - (x / n) ^ 2 / 2) = J * n - a * x ^ 2 / 2 := by
      linear_combination (-(1 / 2)) * p3
    rw [e1] at c1
    have c2 := (abs_le.1 (Real.cos_bound (abs_le.2 ⟨by linarith, hx1.le⟩))).2
    rw [abs_of_pos hx0] at c2
    have p2 : K * Real.cos x ≤ K * (1 - x ^ 2 / 2 + x ^ 4 * (5 / 96)) :=
      mul_le_mul_of_nonneg_left (by linarith) hK.le
    have p4 : 0 < K * x ^ 3 * (1 / 2 - 5 / 96 * x) :=
      mul_pos (by positivity) (by linarith)
    have p5 : a * x ^ 2 = K * x ^ 2 - K * x ^ 3 := by
      linear_combination x ^ 2 * hKx
    nlinarith [c1, p2, p4, p5]
```

## The threshold and the length of the bypass

The main theorem says that, for n ≥ 1, J > 0 and any unit vector `e`, the configuration with every spin equal to `e` is a ground state if and only if K ≤ J/n. The sign of K is unrestricted; for K ≤ 0 there is no frustration and the condition holds automatically. In the forward direction, a K above the threshold would let the spiral undercut the assumed ground state. In the reverse direction, `energy_gap` bounds every competitor from below.

```lean
/-- For `J > 0` and a chain of `n ≥ 1` bonds, the parallel state of unit spins is a ground
state if and only if `K ≤ J/n`. -/
theorem parallel_isGroundState_iff {J K : ℝ} {n : ℕ} (hn : 1 ≤ n) (hJ : 0 < J)
    {e : Spin} (he : ‖e‖ = 1) :
    IsGroundState J K (fun _ : Fin (n + 1) => e) ↔ K ≤ J / n := by
  have hp : energy J K (fun _ : Fin (n + 1) => e) = K - J * n := by
    rw [energy_eq J K (fun _ => he)]
    simp
  constructor
  · intro h
    by_contra hc
    obtain ⟨θ, -, -, hu, hlt⟩ := spiral_lowers_energy hn hJ (not_le.1 hc)
    have := h.2 _ hu
    linarith
  · intro h
    refine ⟨fun _ => he, fun T hT => ?_⟩
    have g := energy_gap K hn hJ hT
    have p := mul_nonneg (sub_nonneg.2 h) (sq_nonneg ‖T 0 - T (Fin.last n)‖)
    linarith
```

For K > 0 the condition can be solved for n: with J and K fixed, the parallel state fails exactly when n > J/K. This is the precise sense in which a longer bypass makes the parallel state easier to destabilize.

```lean
/-- For fixed `J, K > 0` and `n ≥ 1`, the parallel state of unit spins fails to be a ground
state exactly when the number `n` of chain bonds exceeds `J/K`. -/
theorem parallel_unstable_iff_long {J K : ℝ} {n : ℕ} (hn : 1 ≤ n) (hJ : 0 < J) (hK : 0 < K)
    {e : Spin} (he : ‖e‖ = 1) :
    ¬ IsGroundState J K (fun _ : Fin (n + 1) => e) ↔ J / K < n := by
  have hn0 : (0 : ℝ) < n := by exact_mod_cast hn
  rw [parallel_isGroundState_iff hn hJ he, not_le, div_lt_iff₀ hn0, div_lt_iff₀ hK,
    mul_comm K]

end

end FrustratedBond
```

The step to a real magnet is the reduction of its spin Hamiltonian to this isolated classical ring, without anisotropy, applied field or further exchange paths. No hypothesis of the theorems justifies that reduction; it has to be argued for each material.

```lean
#print axioms FrustratedBond.parallel_isGroundState_iff
-- 'FrustratedBond.parallel_isGroundState_iff' depends on axioms: [propext, Classical.choice, Quot.sound]
#print axioms FrustratedBond.parallel_unstable_iff_long
-- 'FrustratedBond.parallel_unstable_iff_long' depends on axioms: [propext, Classical.choice, Quot.sound]
```
